# Uniform pair hopping commutes with a real orthogonal change of orbitals shared by both particles

Two distinguishable particles share the same finite set of N orthonormal real orbitals, and the pair-hopping operator P sends each doubly occupied state `e_k e_k` to the sum of all `e_i e_i`, and every `e_k e_l` with k ≠ l to zero. The lemma states that P commutes with O ⊗ O for every real orthogonal matrix O, that is, when both particles undergo the same change of orbitals. The sum of all `e_i e_i` is unnormalised, with squared length N, so for N > 0 P is N times the projector onto the normalised state. The attempt compares the two products entry by entry, using the orthonormality of the rows and columns of O and splitting on whether i = j and k = l.

This version doesn't compile in Lean 4 with Mathlib:

```lean
import Mathlib

open Matrix
open scoped Kronecker

namespace PairingCommutes

/-- The pair-hopping operator, which sends every `e_k e_k` to the sum of all `e_i e_i`
and every `e_k e_l` with `k ≠ l` to zero. -/
def pairing (n : Type*) [DecidableEq n] : Matrix (n × n) (n × n) ℝ :=
  Matrix.of fun p q => if p.1 = p.2 ∧ q.1 = q.2 then 1 else 0

variable {n : Type*} [Fintype n] [DecidableEq n]

/-- Pair hopping commutes with any orthogonal change of orbitals applied to both particles. -/
theorem pairing_commutes {O : Matrix n n ℝ} (hO : O * Oᵀ = 1) :
    pairing n * (O ⊗ₖ O) = (O ⊗ₖ O) * pairing n := by
  -- rows and columns of `O` are orthonormal
  have hrow : ∀ i j, ∑ a, O i a * O j a = if i = j then 1 else 0 := fun i j => by
    simpa [Matrix.mul_apply, Matrix.one_apply] using congrFun (congrFun hO i) j
  have hcol : ∀ k l, ∑ a, O a k * O a l = if k = l then 1 else 0 := fun k l => by
    simpa [Matrix.mul_apply, Matrix.one_apply] using
      congrFun (congrFun (mul_eq_one_comm.1 hO) k) l
  ext ⟨i, j⟩ ⟨k, l⟩
  rw [Matrix.mul_apply, Matrix.mul_apply, Fintype.sum_prod_type, Fintype.sum_prod_type]
  by_cases hij : i = j <;> by_cases hkl : k = l <;>
    simp [pairing, hij, hkl, hrow, hcol, ite_mul, mul_ite]

end PairingCommutes
```

The error:

```
Main.lean:23:15: error: Application type mismatch: The argument
  congrFun (mul_eq_one_comm.mp ?m.138) k
has type
  (?m.135 * ?m.134) k = 1 k
but is expected to have type
  ?m.125 = ?m.126
in the application
  congrFun (congrFun (mul_eq_one_comm.mp ?m.138) k)
Main.lean:21:2: error: stuck at solving universe constraint
  ?u.124 + 1 =?= imax (u_1 + 1) ?u.122
while trying to unify
  Eq.{imax (u_1 + 1) ?u.122} (HMul.hMul.{?u.124, ?u.124, ?u.124} ?m.135 ?m.134) (OfNat.ofNat.{?u.124} 1) : Prop
with
  Eq.{?u.124 + 1} (HMul.hMul.{?u.124, ?u.124, ?u.124} ?m.135 ?m.134) (OfNat.ofNat.{?u.124} 1) : Prop
Main.lean:17:48: error: stuck at solving universe constraint
  ?u.124 + 1 =?= imax (u_1 + 1) ?u.122
while trying to unify
  Eq.{imax (u_1 + 1) ?u.122} (HMul.hMul.{?u.124, ?u.124, ?u.124} ?m.135 ?m.134) (OfNat.ofNat.{?u.124} 1) : Prop
with
  Eq.{?u.124 + 1} (HMul.hMul.{?u.124, ?u.124, ?u.124} ?m.135 ?m.134) (OfNat.ofNat.{?u.124} 1) : Prop
```

Cause. The fault is in the proof of `hcol`, the orthonormality of columns. `congrFun` needs an equation between functions. In the inner call it is given `mul_eq_one_comm.1 hO`, but Lean has not yet used `hO` when it checks this: the first message shows a placeholder, `?m.138`, in its place, and the factors of the product are unknown too. So Lean can't see that the equation is between matrices, which unfold to functions. Matching an equation in an unknown type with one between functions leaves a universe constraint it can't solve. The first message is raised at the outer `congrFun`, which also needs an equation between functions and can't match the inner call's result to one while these types are unsettled. The other two messages report the stuck constraint itself, at the `have` and at the `:=` that opens the theorem's proof; they are not separate faults.

The repair first states `hO' : Oᵀ * O = 1`. The stated type tells Lean which matrices `mul_eq_one_comm` is about, and `congrFun` then receives an equation whose type is known, as it already does with `hO` in `hrow`. The second change puts `hO'` in place of the inline term; joining the two lines into one is mere tidying.

After these edits no error is left:

```diff
@@ -19,7 +19,7 @@
   have hrow : ∀ i j, ∑ a, O i a * O j a = if i = j then 1 else 0 := fun i j => by
     simpa [Matrix.mul_apply, Matrix.one_apply] using congrFun (congrFun hO i) j
+  have hO' : Oᵀ * O = 1 := mul_eq_one_comm.1 hO
   have hcol : ∀ k l, ∑ a, O a k * O a l = if k = l then 1 else 0 := fun k l => by
-    simpa [Matrix.mul_apply, Matrix.one_apply] using
-      congrFun (congrFun (mul_eq_one_comm.1 hO) k) l
+    simpa [Matrix.mul_apply, Matrix.one_apply] using congrFun (congrFun hO' k) l
   ext ⟨i, j⟩ ⟨k, l⟩
   rw [Matrix.mul_apply, Matrix.mul_apply, Fintype.sum_prod_type, Fintype.sum_prod_type]
```
